# Periodic repetition shrinks the potential step of a two-sheet dipole layer by the ratio of thickness to period

Put a slab with a dipole moment along its normal into a periodic cell, and the electrostatic potential comes out wrong in two ways. The step across the slab is too small, and the potential in the vacuum slopes where it should be flat. A work function or ionisation energy read from such a potential depends on the cell length and on the point in the vacuum at which the reference is taken.

For two sheets of fixed charge, both errors have a closed form.

## Step, deficit and vacuum field

Let a sheet with charge \(-s\) per unit area lie at \(z=0\) and a sheet with charge \(+s\) at \(z=d\). The pair repeats along \(z\) with period \(L\), where \(0<d<L\). In Gaussian units, a continuous periodic potential \(\varphi\) that obeys Poisson's equation for these sheets satisfies

\[
\varphi(d)-\varphi(0)=4\pi s d\left(1-\frac dL\right),
\qquad
\varphi'(z)=-\frac{4\pi s d}{L}\quad (d<z<L).
\]

The same pair without images, and with no field outside it, has the step \(4\pi s d\). The periodic step therefore falls short by \(4\pi s d^2/L\), which is the fraction \(d/L\) of the isolated step. The vacuum carries a field \(-\varphi'=4\pi s d/L\).

For a layer that fills a quarter of the cell, the step is 25 % too small. Doubling \(L\) at fixed \(s\) and \(d\) halves both the deficit and the vacuum field.

## Slab calculations with a net dipole

A plane-wave code that solves Poisson's equation in reciprocal space returns a periodic potential, so an asymmetric slab or a slab with an adsorbate on one side meets this problem. A dipole correction adds a linear potential that cancels the vacuum slope. For the two sheets this potential is \((4\pi s d/L)\,z\), and it also restores the full isolated step.

In GW work on slabs, quasiparticle energies are often referred to a vacuum level taken from the mean-field potential. For fixed sheet charges, the potential at a vacuum point \(z\) between \(d\) and \(L\), measured from the sheet at \(0\), is in error by \(-4\pi s d z/L\). In the middle of the vacuum this error does not vanish as \(L\) grows; its magnitude tends to half the isolated step. Truncating the Coulomb interaction in the GW step alone leaves this error in the mean-field potential.

The potential here is the electrostatic one. The potential energy of an electron has the opposite sign, and so does its correction.

## From slope jumps to potential steps

Between the sheets there is no charge, so the slope of \(\varphi\) is constant there. Call it \(a\) in the layer \(0<z<d\) and \(b\) in the vacuum \(d<z<L\). By periodicity, the slope just to the left of \(z=0\) is also \(b\).

Integrating \(\varphi''=-4\pi\rho\), where \(\rho\) is the charge density, across a sheet of charge \(q\) gives a slope jump of \(-4\pi q\). For general charges \(q_0\) at \(0\) and \(q_1\) at \(d\),

\[
a-b=-4\pi q_0,\qquad b-a=-4\pi q_1 .
\]

Adding the two equations gives \(q_0+q_1=0\), so a periodic potential requires a neutral cell. With \(q_0=-s\) and \(q_1=s\), both equations say \(a-b=4\pi s\).

The potential rises by \(ad\) across the layer and by \(b(L-d)\) across the vacuum. Since \(\varphi(L)=\varphi(0)\), these rises cancel:

\[
ad+b(L-d)=0 .
\]

Inserting \(a=b+4\pi s\) gives \(bL+4\pi s d=0\), and hence

\[
b=-\frac{4\pi s d}{L},\qquad a=4\pi s\left(1-\frac dL\right).
\]

The periodic step is \(ad=4\pi s d(1-d/L)\).

For the isolated pair, call the potential \(\psi\) and its slope in the layer \(m\). The slope outside is zero, so the jump at \(0\) gives \(m=4\pi s\). The potential is constant on either side, and the rise from any point with \(z\le 0\) to any point with \(z\ge d\) is \(4\pi s d\). The difference between the two steps is

\[
4\pi s d-4\pi s d\left(1-\frac dL\right)=\frac{4\pi s d^2}{L},
\]

which is positive for \(s>0\).

For the correction, take \(d\le z\le L\). Then

\[
\varphi(z)-\varphi(0)=ad+b(z-d)=(a-b)d+bz=4\pi s d-\frac{4\pi s d}{L}z .
\]

Adding \((4\pi s d/L)z\) leaves the constant \(4\pi s d\), the isolated step.

## The two potentials in Lean

```lean
import Mathlib

open Real Set

namespace PeriodicDipoleLayer

/-- `φ` is a continuous potential of period `L` for sheets of charge `q₀` at `0` and `q₁` at `d`
(Gaussian units). Its slope is `a` between the sheets and `b` in the vacuum, and it jumps by
`-4π` times the charge at each sheet. -/
structure IsPeriodicPotential (q₀ q₁ d L : ℝ) (φ : ℝ → ℝ) (a b : ℝ) : Prop where
  continuous : Continuous φ
  periodic : Function.Periodic φ L
  layer : ∀ z ∈ Ioo 0 d, HasDerivAt φ a z
  vacuum : ∀ z ∈ Ioo d L, HasDerivAt φ b z
  jump_zero : a - b = -(4 * π * q₀)
  jump_d : b - a = -(4 * π * q₁)

/-- `ψ` is a continuous potential for a single pair of sheets, `q₀` at `0` and `q₁` at `d`, with
slope `a` between them and no field outside. The slope jumps by `-4π` times the charge at each
sheet. -/
structure IsIsolatedPotential (q₀ q₁ d : ℝ) (ψ : ℝ → ℝ) (a : ℝ) : Prop where
  continuous : Continuous ψ
  left : ∀ z < 0, HasDerivAt ψ 0 z
  layer : ∀ z ∈ Ioo 0 d, HasDerivAt ψ a z
  right : ∀ z > d, HasDerivAt ψ 0 z
  jump_zero : a - 0 = -(4 * π * q₀)
  jump_d : 0 - a = -(4 * π * q₁)

variable {s d L a b m : ℝ} {φ ψ : ℝ → ℝ}

/-- A continuous potential with constant slope `m` between `x` and `y`, `x ≤ y`, rises by
`m (y - x)`. -/
theorem rise_of_slope {x y : ℝ} (hxy : x ≤ y) (hc : Continuous φ)
    (h : ∀ z ∈ Ioo x y, HasDerivAt φ m z) : φ y - φ x = m * (y - x) := by
  rcases hxy.eq_or_lt with rfl | hlt
  · ring
  · obtain ⟨c, _, hm⟩ := exists_hasDerivAt_eq_slope φ (fun _ => m) hlt hc.continuousOn h
    have hne : y - x ≠ 0 := (sub_pos.mpr hlt).ne'
    exact ((eq_div_iff hne).mp hm).symm

/-- A periodic potential of two charged sheets exists only if their charges add up to zero. -/
theorem neutral_of_periodic {q₀ q₁ : ℝ} (h : IsPeriodicPotential q₀ q₁ d L φ a b) :
    q₀ + q₁ = 0 := by
  have h4 : (4 * π) * (q₀ + q₁) = 0 := by linear_combination h.jump_zero + h.jump_d
  exact (mul_eq_zero.mp h4).resolve_left (by positivity)

/-- For sheets `-s` at `0` and `+s` at `d`, `0 < d < L`, periodicity fixes the slope of the
potential in the layer and in the vacuum. -/
theorem periodic_slopes (hd : 0 < d) (hdL : d < L)
    (h : IsPeriodicPotential (-s) s d L φ a b) :
    a = 4 * π * s * (1 - d / L) ∧ b = -(4 * π * s * d / L) := by
  have hL : L ≠ 0 := (hd.trans hdL).ne'
  have h1 := rise_of_slope hd.le h.continuous h.layer
  have h2 := rise_of_slope hdL.le h.continuous h.vacuum
  have hper : φ L = φ 0 := by simpa using h.periodic 0
  have hj := h.jump_zero
  -- the rises over one full cell cancel
  have hbL : b * L = -(4 * π * s * d) := by linear_combination hper - h1 - h2 - d * hj
  have hb : b = -(4 * π * s * d / L) := by
    rw [← neg_div, eq_div_iff hL]
    exact hbL
  exact ⟨by linear_combination hj + hb, hb⟩

/-- Across an isolated pair of sheets `-s` at `0` and `+s` at `d > 0`, the potential rises by
`4π s d` from any point on the left to any point on the right. -/
theorem isolated_step (hd : 0 < d) (h : IsIsolatedPotential (-s) s d ψ m)
    {x y : ℝ} (hx : x ≤ 0) (hy : d ≤ y) : ψ y - ψ x = 4 * π * s * d := by
  have h1 := rise_of_slope hx h.continuous (fun z hz => h.left z hz.2)
  have h2 := rise_of_slope hd.le h.continuous h.layer
  have h3 := rise_of_slope hy h.continuous (fun z hz => h.right z hz.1)
  linear_combination h1 + h2 + h3 + d * h.jump_zero

/-- For sheets `-s` at `0` and `+s` at `d` repeated with period `L > d > 0`, the potential step is
`4π s d (1 - d/L)`. It differs from the isolated step by `4π s d²/L`, and the vacuum potential has
slope `-4π s d/L`, that is, a field `4π s d/L`. -/
theorem periodic_dipole_step (hd : 0 < d) (hdL : d < L)
    (hφ : IsPeriodicPotential (-s) s d L φ a b) (hψ : IsIsolatedPotential (-s) s d ψ m) :
    φ d - φ 0 = 4 * π * s * d * (1 - d / L) ∧
    (ψ d - ψ 0) - (φ d - φ 0) = 4 * π * s * d ^ 2 / L ∧
    ∀ z ∈ Ioo d L, HasDerivAt φ (-(4 * π * s * d / L)) z := by
  obtain ⟨ha, hb⟩ := periodic_slopes hd hdL hφ
  have h1 := rise_of_slope hd.le hφ.continuous hφ.layer
  have h2 := isolated_step hd hψ le_rfl le_rfl
  refine ⟨by linear_combination h1 + d * ha, by linear_combination h2 - h1 - d * ha, ?_⟩
  intro z hz
  exact hb ▸ hφ.vacuum z hz

/-- For `s > 0` and `0 < d < L`, the periodic step is strictly smaller than the isolated one. -/
theorem periodic_step_lt_isolated (hs : 0 < s) (hd : 0 < d) (hdL : d < L)
    (hφ : IsPeriodicPotential (-s) s d L φ a b) (hψ : IsIsolatedPotential (-s) s d ψ m) :
    φ d - φ 0 < ψ d - ψ 0 := by
  have h := (periodic_dipole_step hd hdL hφ hψ).2.1
  have hL : 0 < L := hd.trans hdL
  have hpos : 0 < 4 * π * s * d ^ 2 / L := by positivity
  linarith

/-- Dipole correction: for `0 < d < L`, adding the linear potential `(4π s d/L) z` makes the
potential constant throughout the vacuum `d ≤ z ≤ L`, at the height `4π s d` above its value at
the sheet `-s` at `0`. -/
theorem dipole_correction (hd : 0 < d) (hdL : d < L)
    (h : IsPeriodicPotential (-s) s d L φ a b) {z : ℝ} (hz : z ∈ Icc d L) :
    (φ z + 4 * π * s * d / L * z) - φ 0 = 4 * π * s * d := by
  obtain ⟨ha, hb⟩ := periodic_slopes hd hdL h
  have h1 := rise_of_slope hd.le h.continuous h.layer
  have h2 := rise_of_slope hz.1 h.continuous
    (fun y hy => h.vacuum y ⟨hy.1, hy.2.trans_le hz.2⟩)
  linear_combination h1 + h2 + (z - d) * hb + d * ha

/-- An affine potential has constant slope. -/
theorem hasDerivAt_affine (c k z : ℝ) : HasDerivAt (fun y : ℝ => c + k * y) k z :=
  (((hasDerivAt_id z).const_mul k).const_add c).congr_deriv (mul_one k)

/-- For `0 < d < L`, a periodic tent function is a potential of the repeated sheets `-s` and
`+s`. -/
theorem periodic_witness (s : ℝ) (hd : 0 < d) (hdL : d < L) :
    IsPeriodicPotential (-s) s d L
      (fun z => 4 * π * s * min ((L - d) * Int.fract (z / L)) (d * (1 - Int.fract (z / L))))
      (4 * π * s * (1 - d / L)) (-(4 * π * s * d / L)) := by
  have hL : 0 < L := hd.trans hdL
  have hcancel : ∀ y : ℝ, L * (y / L) = y := fun y => by field_simp
  have hfract : ∀ y : ℝ, 0 < y → y < L → Int.fract (y / L) = y / L := fun y h0 h1 =>
    Int.fract_eq_self.mpr ⟨(div_pos h0 hL).le, (div_lt_one hL).mpr h1⟩
  refine ⟨?_, ?_, ?_, ?_, by ring, by ring⟩
  · -- the tent takes equal values at the two ends of the cell
    have hg : Continuous (fun t : ℝ => 4 * π * s * min ((L - d) * t) (d * (1 - t))) := by
      fun_prop
    have h01 : (fun t : ℝ => 4 * π * s * min ((L - d) * t) (d * (1 - t))) 0 =
        (fun t : ℝ => 4 * π * s * min ((L - d) * t) (d * (1 - t))) 1 := by
      have e0 : (L - d) * 0 ≤ d * (1 - 0) := by linarith
      have e1 : d * (1 - 1) ≤ (L - d) * 1 := by linarith
      beta_reduce
      rw [min_eq_left e0, min_eq_right e1]
      ring
    exact (ContinuousOn.comp_fract'' hg.continuousOn h01).comp (continuous_id.div_const L)
  · intro z
    have hz : (z + L) / L = z / L + 1 := by rw [add_div, div_self hL.ne']
    simp only [hz, Int.fract_add_one]
  · intro z hz
    refine (hasDerivAt_affine 0 _ z).congr_of_eventuallyEq ?_
    filter_upwards [Ioo_mem_nhds hz.1 hz.2] with y hy
    have hc := hcancel y
    have hle : (L - d) * (y / L) ≤ d * (1 - y / L) := by nlinarith [hy.2]
    rw [hfract y hy.1 (hy.2.trans hdL), min_eq_left hle]
    linear_combination (4 * π * s) * hc
  · intro z hz
    refine (hasDerivAt_affine (4 * π * s * d) _ z).congr_of_eventuallyEq ?_
    filter_upwards [Ioo_mem_nhds hz.1 hz.2] with y hy
    have hc := hcancel y
    have hle : d * (1 - y / L) ≤ (L - d) * (y / L) := by nlinarith [hy.1]
    rw [hfract y (hd.trans hy.1) hy.2, min_eq_right hle]
    ring

/-- For `d > 0`, a ramp between two plateaus is a potential of the isolated sheets `-s` and
`+s`. -/
theorem isolated_witness (s : ℝ) (hd : 0 < d) :
    IsIsolatedPotential (-s) s d (fun z => 4 * π * s * max 0 (min z d)) (4 * π * s) := by
  refine ⟨by fun_prop, ?_, ?_, ?_, by ring, by ring⟩
  · intro z hz
    refine (hasDerivAt_affine 0 0 z).congr_of_eventuallyEq ?_
    filter_upwards [Iio_mem_nhds hz] with y hy
    have hy0 : y < 0 := hy
    rw [min_eq_left (hy0.trans hd).le, max_eq_left hy0.le]
    ring
  · intro z hz
    refine (hasDerivAt_affine 0 _ z).congr_of_eventuallyEq ?_
    filter_upwards [Ioo_mem_nhds hz.1 hz.2] with y hy
    rw [min_eq_left hy.2.le, max_eq_right hy.1.le]
    ring
  · intro z hz
    refine (hasDerivAt_affine (4 * π * s * d) 0 z).congr_of_eventuallyEq ?_
    filter_upwards [Ioi_mem_nhds hz] with y hy
    have hyd : d < y := hy
    rw [min_eq_right hyd.le, max_eq_right hd.le]
    ring

end PeriodicDipoleLayer
```

```lean
#print axioms PeriodicDipoleLayer.neutral_of_periodic
-- 'PeriodicDipoleLayer.neutral_of_periodic' depends on axioms: [propext, Classical.choice, Quot.sound]
#print axioms PeriodicDipoleLayer.periodic_dipole_step
-- 'PeriodicDipoleLayer.periodic_dipole_step' depends on axioms: [propext, Classical.choice, Quot.sound]
#print axioms PeriodicDipoleLayer.periodic_step_lt_isolated
-- 'PeriodicDipoleLayer.periodic_step_lt_isolated' depends on axioms: [propext, Classical.choice, Quot.sound]
#print axioms PeriodicDipoleLayer.dipole_correction
-- 'PeriodicDipoleLayer.dipole_correction' depends on axioms: [propext, Classical.choice, Quot.sound]
```

## Reading the predicates and theorems

`IsPeriodicPotential q₀ q₁ d L φ a b` says that the real function `φ` is continuous, has period `L`, has derivative `a` at every point of the open layer and `b` at every point of the open vacuum, and obeys the two jump conditions. These conditions are Poisson's equation for charge concentrated on planes, and they fix the Gaussian convention. Periodicity also excludes a net potential drop over a cell.

`IsIsolatedPotential q₀ q₁ d ψ a` describes a single pair with zero slope on both outer sides, which means that no external field is applied. The isolated step is derived from this condition together with the jumps.

Some letters differ from common use. The charge per area is `s`, often written \(\sigma\); `a` is a slope and not a lattice constant; and `ψ` is an electrostatic potential and not a wave function. In the theorems on the isolated pair, its layer slope is called `m`.

The main theorem, `periodic_dipole_step`, takes any `φ` and `ψ` that satisfy these predicates for charges `-s` and `s`, with `0 < d` and `d < L`. It gives the periodic step, the deficit relative to the isolated step, and the derivative of `φ` at every vacuum point of the cell. It holds for every real `s`. The strict inequality in `periodic_step_lt_isolated` needs `0 < s`.

`dipole_correction` states that the corrected potential lies `4 * π * s * d` above `φ 0` for every `z` in the closed interval from `d` to `L`. The linear term vanishes at `0`, so this is also the step of the corrected potential.

## From the mean value theorem to the explicit tent

`rise_of_slope` turns a constant slope into a potential difference. For distinct end points, the mean value theorem supplies a point where the derivative equals the difference quotient, and that derivative is known to be `m`. Continuity carries the result to the end points, where the sheets sit and the derivative may not exist.

`neutral_of_periodic` adds the two jump conditions and divides by \(4\pi\). `periodic_slopes` applies the rise lemma to the layer and to the vacuum, obtains `φ L = φ 0` from periodicity, and combines these equations with the jump at `0`. The intermediate equation `hbL` is the relation \(bL=-4\pi s d\) derived above.

`isolated_step` adds three rises: zero on the left, \(md\) in the layer and zero on the right. The main theorem then needs only linear algebra, which `linear_combination` checks from the listed equations. `dipole_correction` uses the same tactic on the rise across the layer and the rise from `d` to `z`.

The last two theorems exhibit potentials that satisfy the predicates, so the results are not statements about an empty class. `periodic_witness` uses a tent function of the fractional part of \(z/L\). It runs from \(0\) to its extreme value at \(z=d\) and returns to \(0\) at \(z=L\); the equal end values make its periodic continuation continuous. `isolated_witness` uses a ramp between two plateaus. In both proofs, the function agrees near each point away from the sheets with an affine function, whose slope comes from `hasDerivAt_affine`.

## Fixed sheets, real slabs and a broken potential

The theorems fix the step and the vacuum slope for every potential that meets the stated conditions, not only for the tent and the ramp. They concern a one-dimensional problem with two infinitely thin, uniform sheets whose charge is given.

The step from there to a real slab is the replacement of its charge density by two such sheets. A real density is spread out, varies in the plane and responds to the spurious field, so its dipole moment can itself change with \(L\). In a self-consistent calculation the correction therefore has to be updated along with the density.

The correction theorem concerns a single cell. A linear potential is not periodic, and a code that uses its periodic sawtooth version must place the discontinuity somewhere, normally in the vacuum away from the charge density.

Such a discontinuity also shows what continuity contributes to the result. Let \(r(z)\) be the remainder of \(z\) in \([0,L)\) after subtracting a multiple of \(L\), take \(s>0\), and set

\[
\varphi(z)=4\pi s\,\min(r(z),d).
\]

This function has period \(L\), slope \(4\pi s\) in the layer and slope \(0\) in the vacuum, so it satisfies both jump conditions. Its step is \(4\pi s d\), and its vacuum is flat. Both conclusions about the periodic potential fail, although \(\varphi\) is discontinuous only at the multiples of \(L\), where it drops by \(4\pi s d\). Continuity is thus needed even at the sheets \(-s\), and having it everywhere else is not enough. Physically, the drop is an additional dipole layer that cancels the dipole of the pair. This example rests on direct substitution and has no theorem in the Lean code.
